# Powers of the bosonic number operator in normal order have Stirling-number coefficients

If two elements $a,b$ of any ring satisfy $ab-ba=1$, then for every natural number $n$

$$(ba)^n=\sum_{k=0}^{n}S(n,k)\,b^k a^k,$$

where $S(n,k)$ are the Stirling numbers of the second kind. For a single bosonic mode, with $a$ the annihilation operator and $b=a^\dagger$, this puts powers of the number operator $N=ba$ in normal order; for example, $N^2=b^2a^2+ba$.

```lean
import Mathlib

open Polynomial

namespace NumberOperatorNormalOrdering
```

The file loads the Mathlib library, opens its polynomial notation and starts a namespace, which prefixes the names that follow.

## The coefficients

```lean
/-- Stirling numbers of the second kind, defined by their recursion. -/
def stirling2 : ℕ → ℕ → ℕ
  | 0, 0 => 1
  | 0, _ + 1 => 0
  | _ + 1, 0 => 0
  | n + 1, k + 1 => (k + 1) * stirling2 n (k + 1) + stirling2 n k
```

The type `ℕ → ℕ → ℕ` takes two natural numbers to a third. The four lines say $S(0,0)=1$, $S(0,k+1)=S(n+1,0)=0$ and

$$S(n+1,k+1)=(k+1)\,S(n,k+1)+S(n,k).$$

```lean
/-- Signed Stirling numbers of the first kind, defined by their recursion. -/
def stirling1 : ℕ → ℕ → ℤ
  | 0, 0 => 1
  | 0, _ + 1 => 0
  | _ + 1, 0 => 0
  | n + 1, k + 1 => stirling1 n k - n * stirling1 n (k + 1)
```

The signed numbers of the first kind, $s(n,k)$, are integers with the same boundary values and $s(n+1,k+1)=s(n,k)-n\,s(n,k+1)$.

```lean
/-- Both kinds of Stirling numbers vanish when the second index exceeds the first. -/
theorem stirling_eq_zero (n : ℕ) :
    ∀ k, n < k → stirling2 n k = 0 ∧ stirling1 n k = 0 := by
  induction n with
  | zero =>
    intro k hk
    cases k with
    | zero => omega
    | succ k => exact ⟨rfl, rfl⟩
  | succ n ih =>
    intro k hk
    cases k with
    | zero => omega
    | succ k =>
      have h1 := ih k (by omega)
      have h2 := ih (k + 1) (by omega)
      simp [stirling2, stirling1, h1.1, h1.2, h2.1, h2.2]
```

Both kinds vanish for $k>n$. By induction on $n$, each term on the right of either recursion is already zero. The tactic `omega` settles the inequalities between indices.

```lean
/-- A finite sum may be shifted by one index when both boundary terms vanish. -/
theorem sum_shift {M : Type*} [AddCommGroup M] (f : ℕ → M) (n : ℕ)
    (h0 : f 0 = 0) (h1 : f (n + 1) = 0) :
    ∑ k ∈ Finset.range (n + 1), f (k + 1) = ∑ k ∈ Finset.range (n + 1), f k := by
  have h := (Finset.sum_range_succ' f (n + 1)).symm.trans (Finset.sum_range_succ f (n + 1))
  rw [h0, h1, add_zero, add_zero] at h
  exact h
```

If $f(0)=f(n+1)=0$, then $\sum_{k=0}^n f(k+1)=\sum_{k=0}^n f(k)$: both equal the sum of $f$ from $0$ to $n+1$. `Finset.range (n + 1)` is the index set $0,\dots,n$.

## Moving the number operator through creation operators

```lean
section Ring

variable {R : Type*} [Ring R] {a b : R}

/-- Ladder relation: moving the number operator `b * a` to the right through `k` creation
operators adds `k` times their product. -/
theorem number_mul_creation_pow (h : a * b - b * a = 1) (k : ℕ) :
    b * a * b ^ k = b ^ k * (b * a) + k • b ^ k := by
  have hab : a * b = b * a + 1 := sub_eq_iff_eq_add'.mp h
  induction k with
  | zero => simp
  | succ k ih =>
    calc b * a * b ^ (k + 1) = (b * a * b ^ k) * b := by rw [pow_succ, ← mul_assoc]
      _ = b ^ k * (b * (a * b)) + k • (b ^ k * b) := by
        rw [ih, add_mul, smul_mul_assoc]
        simp only [mul_assoc]
      _ = b ^ (k + 1) * (b * a) + (k + 1) • b ^ (k + 1) := by
        -- the commutator supplies one more copy of `b ^ (k + 1)`
        rw [hab, mul_add, mul_add, mul_one, add_smul, one_smul, pow_succ,
          mul_assoc (b ^ k) b (b * a)]
        abel
```

Here `R` is an arbitrary ring, and the commutator is the hypothesis `h`. Nothing is said about adjoints, a Hilbert space or the domains of unbounded operators. Truncated $d\times d$ complex matrices with $d\ge1$ do not satisfy `h`, since a commutator has trace $0$ and the identity has trace $d$. The theorems therefore do not cover them, although for the usual truncation to the lowest $d$ number states the expansion of $N^n$ still holds: $N$ and every $b^ka^k$ are diagonal there, with the same entries on the retained states as without truncation.

The claim is $Nb^k=b^kN+k\,b^k$, with `k • x` meaning $x$ added $k$ times. It is trivial for $k=0$. For the next power, use the case $k$ and then $ab=ba+1$:

$$Nb^{k+1}=(b^kN+kb^k)b=b^{k+1}(ab)+kb^{k+1}=b^{k+1}N+(k+1)b^{k+1}.$$

The `calc` block is this chain; `rw` substitutes known equalities, and `abel` rearranges the sum.

```lean
/-- The number operator `b * a` times the normally ordered monomial `b ^ k * a ^ k` is the next
monomial of this form, `b ^ (k + 1) * a ^ (k + 1)`, plus `k` times the original one. -/
theorem number_mul_normal (h : a * b - b * a = 1) (k : ℕ) :
    b * a * (b ^ k * a ^ k) = b ^ (k + 1) * a ^ (k + 1) + k • (b ^ k * a ^ k) := by
  rw [← mul_assoc, number_mul_creation_pow h, add_mul, smul_mul_assoc,
    pow_succ b, pow_succ' a]
  simp only [mul_assoc]
```

Multiply the ladder relation by $a^k$ on the right. Since $b^k(ba)a^k=b^{k+1}a^{k+1}$,

$$N\,b^ka^k=b^{k+1}a^{k+1}+k\,b^ka^k.$$

## The expansion and its inverse

```lean
/-- Normal ordering of powers of the number operator: the coefficients are the Stirling
numbers of the second kind. -/
theorem number_pow_eq_sum_normal (h : a * b - b * a = 1) (n : ℕ) :
    (b * a) ^ n = ∑ k ∈ Finset.range (n + 1), stirling2 n k • (b ^ k * a ^ k) := by
  induction n with
  | zero => simp [stirling2]
  | succ n ih =>
    have hs : ∑ k ∈ Finset.range (n + 1),
          ((k + 1) * stirling2 n (k + 1)) • (b ^ (k + 1) * a ^ (k + 1))
        = ∑ k ∈ Finset.range (n + 1), (k * stirling2 n k) • (b ^ k * a ^ k) :=
      sum_shift (fun k => (k * stirling2 n k) • (b ^ k * a ^ k)) n (by simp)
        (by simp [(stirling_eq_zero n (n + 1) (by omega)).1])
    rw [pow_succ', ih, Finset.mul_sum, Finset.sum_range_succ' _ (n + 1)]
    calc ∑ k ∈ Finset.range (n + 1), b * a * (stirling2 n k • (b ^ k * a ^ k))
        = ∑ k ∈ Finset.range (n + 1), stirling2 n k • (b ^ (k + 1) * a ^ (k + 1))
          + ∑ k ∈ Finset.range (n + 1), (k * stirling2 n k) • (b ^ k * a ^ k) := by
          rw [← Finset.sum_add_distrib]
          refine Finset.sum_congr rfl fun k _ => ?_
          rw [mul_smul_comm, number_mul_normal h, smul_add, smul_smul,
            mul_comm (stirling2 n k) k]
      _ = _ := by
          -- collect equal monomials: this is the Stirling recursion
          rw [← hs, ← Finset.sum_add_distrib]
          simp only [stirling2, zero_smul, add_zero]
          refine Finset.sum_congr rfl fun k _ => ?_
          exact (add_comm _ _).trans (add_smul _ _ _).symm
```

This is the opening formula. Write $M_k=b^ka^k$. For $n=0$ both sides are $1$. Assuming the formula for $n$, multiply by $N$ on the left:

$$N^{n+1}=\sum_{k=0}^n S(n,k)M_{k+1}+\sum_{k=0}^n k\,S(n,k)M_k.$$

In the second sum the term at $k=0$ vanishes, and so would a term at $k=n+1$, because $S(n,n+1)=0$. The index can therefore be shifted, which is the step `hs`:

$$N^{n+1}=\sum_{k=0}^n\bigl[S(n,k)+(k+1)S(n,k+1)\bigr]M_{k+1}.$$

The bracket is $S(n+1,k+1)$, and the missing $M_0$ term has coefficient $S(n+1,0)=0$. This is the formula for $n+1$.

```lean
/-- Inverse expansion: the normally ordered monomial `b ^ n * a ^ n`, with equal powers of `b` and
`a`, is a polynomial in the number operator `b * a`, with the signed Stirling numbers of the first
kind as coefficients. -/
theorem normal_eq_sum_number_pow (h : a * b - b * a = 1) (n : ℕ) :
    b ^ n * a ^ n = ∑ k ∈ Finset.range (n + 1), stirling1 n k • (b * a) ^ k := by
  induction n with
  | zero => simp [stirling1]
  | succ n ih =>
    have hs : ∑ k ∈ Finset.range (n + 1),
          ((n : ℤ) * stirling1 n (k + 1)) • (b * a) ^ (k + 1)
        = ∑ k ∈ Finset.range (n + 1), ((n : ℤ) * stirling1 n k) • (b * a) ^ k :=
      sum_shift (fun k => ((n : ℤ) * stirling1 n k) • (b * a) ^ k) n
        (by cases n <;> simp [stirling1])
        (by simp [(stirling_eq_zero n (n + 1) (by omega)).2])
    rw [Finset.sum_range_succ' _ (n + 1)]
    calc b ^ (n + 1) * a ^ (n + 1)
        = b * a * (b ^ n * a ^ n) - (n : ℤ) • (b ^ n * a ^ n) := by
          rw [number_mul_normal h, natCast_zsmul, add_sub_cancel_right]
      _ = ∑ k ∈ Finset.range (n + 1), stirling1 n k • (b * a) ^ (k + 1)
          - ∑ k ∈ Finset.range (n + 1), ((n : ℤ) * stirling1 n k) • (b * a) ^ k := by
          rw [ih, Finset.mul_sum, Finset.smul_sum]
          congr 1
          · refine Finset.sum_congr rfl fun k _ => ?_
            rw [mul_smul_comm, pow_succ']
          · refine Finset.sum_congr rfl fun k _ => ?_
            rw [smul_smul]
      _ = _ := by
          rw [← hs, ← Finset.sum_sub_distrib]
          simp only [stirling1, zero_smul, add_zero]
          refine Finset.sum_congr rfl fun k _ => ?_
          exact (sub_smul _ _ _).symm

end Ring
```

Conversely, $b^na^n=\sum_{k=0}^n s(n,k)N^k$. The case $n=0$ is again $1=1$. For the step, solve $NM_n=M_{n+1}+nM_n$ for $M_{n+1}$ and insert the formula for $n$:

$$M_{n+1}=NM_n-nM_n=\sum_{k=0}^n s(n,k)N^{k+1}-\sum_{k=0}^n n\,s(n,k)N^k.$$

The second sum shifts as before, since $n\,s(n,0)=0$ and $s(n,n+1)=0$. The coefficient of $N^{k+1}$ becomes $s(n,k)-n\,s(n,k+1)=s(n+1,k+1)$.

## A realisation on polynomials

```lean
/-- Creation operator on rational polynomials: multiplication by the variable. -/
noncomputable def creation : Module.End ℚ ℚ[X] := LinearMap.mulLeft ℚ X
```

`Module.End ℚ ℚ[X]` is the ring of linear maps from rational polynomials to themselves, with composition as product. The creation operator multiplies by $X$.

```lean
/-- Annihilation operator on rational polynomials: differentiation. -/
noncomputable def annihilation : Module.End ℚ ℚ[X] := derivative
```

The annihilation operator differentiates.

```lean
/-- Differentiation and multiplication by the variable satisfy the canonical commutation
relation on rational polynomials. -/
theorem commutation_witness :
    annihilation * creation - creation * annihilation = 1 := by
  refine LinearMap.ext fun p => ?_
  change derivative (X * p) - X * derivative p = p
  rw [derivative_mul, derivative_X, one_mul, add_sub_cancel_right]
```

These operators satisfy the commutation relation. `LinearMap.ext` reduces the operator equation to its action on each polynomial $p$, where the product rule gives $(Xp)'-Xp'=p$.

```lean
/-- Applying `X d/dX` to a polynomial `n` times gives a sum of ordinary derivatives
multiplied by powers of `X`, weighted by Stirling numbers of the second kind. -/
theorem euler_operator_iterate (n : ℕ) (p : ℚ[X]) :
    (fun q : ℚ[X] => X * derivative q)^[n] p
      = ∑ k ∈ Finset.range (n + 1), stirling2 n k • (X ^ k * derivative^[k] p) := by
  have hX : ∀ (k : ℕ) (q : ℚ[X]), (creation ^ k) q = X ^ k * q := by
    intro k
    induction k with
    | zero => intro q; simp
    | succ k ih =>
      intro q
      rw [pow_succ', Module.End.mul_apply, ih, pow_succ', mul_assoc]
      rfl
  -- evaluate the operator identity on the polynomial p
  have key := LinearMap.congr_fun (number_pow_eq_sum_normal commutation_witness n) p
  rw [Module.End.pow_apply, LinearMap.sum_apply] at key
  refine Eq.trans ?_ (key.trans ?_)
  · rfl
  · refine Finset.sum_congr rfl fun k _ => ?_
    rw [LinearMap.smul_apply, Module.End.mul_apply, hX, Module.End.pow_apply]
    rfl

end NumberOperatorNormalOrdering
```

The main theorem now reads

$$\left(X\frac{d}{dX}\right)^{n}p=\sum_{k=0}^n S(n,k)\,X^k\,\frac{d^kp}{dX^k}.$$

In Lean, `f^[n]` means applying `f` $n$ times. The step `hX` shows that the $k$-th power of the creation operator multiplies by $X^k$; `key` applies the operator identity to $p$, and the remaining lines match the two sides term by term. For $n=2$ the result is $Xp'+X^2p''$.

```lean
#print axioms NumberOperatorNormalOrdering.normal_eq_sum_number_pow
-- 'NumberOperatorNormalOrdering.normal_eq_sum_number_pow' depends on axioms: [propext, Classical.choice, Quot.sound]
#print axioms NumberOperatorNormalOrdering.euler_operator_iterate
-- 'NumberOperatorNormalOrdering.euler_operator_iterate' depends on axioms: [propext, Classical.choice, Quot.sound]
```
